# The ²P and ²H terms of d³ have the same first-order Slater energy

## Two equal numbers in a multiplet table

A d³ calculation that returns the same energy for ²P and ²H can look like a bug. For a free atom or ion in a single d³ configuration, with the Coulomb repulsion as the only interaction between the d electrons and no spin–orbit coupling, the two energies agree for every choice of the Slater integrals, so the equality can serve as a check on a multiplet code.

## Determinants and diagonal sums

Each electron occupies a spin-orbital with $m=2,\dots,-2$ and spin up or down. The radial Coulomb integrals $F^0,F^2,F^4$ carry all dependence on the radial wavefunction; here they are arbitrary real numbers. Write $D_2=F^2/49$ and $D_4=F^4/441$.

The direct integral is
$$J_{mm'}=F^0+d_md_{m'}D_2+e_me_{m'}D_4,$$
with $d=(-2,1,2,1,-2)$ and $e=(1,-4,6,-4,1)$ for $m=2,\dots,-2$. These numbers come from the Gaunt coefficients $c^k(m,m')$, the angular factors in the Coulomb integrals: $d_m=7c^2(m,m)$ and $e_m=21c^4(m,m)$. The exchange integral $K_{mm'}$, for $m\ne m'$, has $49\,c^2(m,m')^2$ and $441\,c^4(m,m')^2$ as its coefficients of $D_2$ and $D_4$. A determinant's energy is the sum of $J$ over its pairs, minus $K$ for pairs of parallel spin.

Let $T(M,M_S)$ be the sum of these energies over all determinants with the given $M_L=M$ and $M_S$. The trace of the Coulomb interaction in such a block is also the sum of the energies of all terms with $L\ge M$ and $S\ge M_S$ (for $M,M_S\ge0$). Differencing in $M$ isolates $L$, and differencing in $M_S$ isolates $S$:
$$E(^2P)=T(1,\tfrac12)-T(2,\tfrac12)-T(1,\tfrac32)+T(2,\tfrac32).$$

## Both energies by hand

For ²H, the only determinant with $M=5$, $M_S=\tfrac12$ is $2^+2^-1^+$:
$$T(5,\tfrac12)=J_{22}+2J_{21}-K_{21}=3F^0-6D_2-12D_4.$$

For ²P, each determinant with $M_S=\tfrac12$ has two up spins at $a,b$ and one down spin at $c$, with energy $J_{ab}+J_{ac}+J_{bc}-K_{ab}$. This is $3F^0$ plus the listed multiples of $(D_2,D_4)$:

| $a,b$ | $K_{ab}$ | $M=1$: $c$ | energy | $M=2$: $c$ | energy |
|---|---|---|---|---|---|
| 2, 1 | (6, 5) | −2 | (−6, −12) | −1 | (−9, 3) |
| 2, 0 | (4, 15) | −1 | (−8, −37) | 0 | (−8, 33) |
| 2, −1 | (0, 35) | 0 | (−4, −57) | 1 | (−3, −27) |
| 2, −2 | (0, 70) | 1 | (0, −77) | 2 | (12, −67) |
| 1, 0 | (1, 30) | 0 | (7, −42) | 1 | (4, −62) |
| 1, −1 | (6, 40) | 1 | (−3, 8) | 2 | (−9, −32) |
| 1, −2 | (0, 35) | 2 | (0, −42) | – | – |
| 0, −1 | (1, 30) | 2 | (−5, −52) | – | – |

With all spins up, $\{2,1,-2\}$ gives $(-6,-117)$ and $\{2,0,-1\}$ gives $(-9,-102)$ for $M=1$; $\{2,1,-1\}$ gives $(-15,-72)$ for $M=2$. Hence
$$\begin{aligned}
T(1,\tfrac12)&=24F^0-19D_2-311D_4,\\
T(2,\tfrac12)&=18F^0-13D_2-152D_4,\\
T(1,\tfrac32)&=6F^0-15D_2-219D_4,\\
T(2,\tfrac32)&=3F^0-15D_2-72D_4,
\end{aligned}$$
and the combination is again $3F^0-6D_2-12D_4$.

## A limiting case and a repeated term

If $F^2=F^4=0$, every determinant has energy $3F^0$, and so do both terms.

The double difference is the energy of one term only if that term occurs once. ²D occurs twice: with $F^0=1$, $F^2=F^4=0$ the double difference at $L=2$ is 6, while each ²D term has energy 3.

## The statement in Lean

In `SpinOrbital`, index $i$ in `Fin 5` means $m=2-i$, and `true` is spin up. `dets M s` collects three-element sets, with `s` equal to $2M_S$, so `energySum F0 F2 F4 1 3` is $T(1,\tfrac32)$. `detEnergy` halves a sum over ordered pairs; its self-pairs vanish because direct and exchange parts cancel.

The theorem `doublet_P_eq_doublet_H` equates the energy sums. Their identification with term energies rests on the trace argument above, which is not formalised. The Gaunt tables are entered as data, and one-electron energies, spin–orbit coupling and configuration mixing are left out.

```lean
import Mathlib

open Matrix

namespace DThreeTerms

noncomputable section

/-- A d spin-orbital: the index 0, 1, 2, 3, 4 stands for m = 2, 1, 0, -1, -2, and `true` is spin up. -/
abbrev SpinOrbital := Fin 5 × Bool

/-- The determinants of d³ with M_L = `M` and 2 M_S = `s`, as sets of three spin-orbitals. -/
def dets (M s : ℤ) : Finset (Finset SpinOrbital) :=
  (Finset.powersetCard 3 Finset.univ).filter fun D =>
    ∑ a ∈ D, (2 - (a.1.val : ℤ)) = M ∧ ∑ a ∈ D, (if a.2 then (1 : ℤ) else -1) = s

/-- The Gaunt coefficients c²(m, m') for l = 2. -/
def gaunt2 (i j : Fin 5) : ℝ :=
  (!![-2, √6, -2, 0, 0;
      -√6, 1, 1, -√6, 0;
      -2, -1, 2, -1, -2;
      0, -√6, 1, 1, -√6;
      0, 0, -2, √6, -2] : Matrix (Fin 5) (Fin 5) ℝ) i j / 7

/-- The Gaunt coefficients c⁴(m, m') for l = 2. -/
def gaunt4 (i j : Fin 5) : ℝ :=
  (!![1, -√5, √15, -√35, √70;
      √5, -4, √30, -√40, √35;
      √15, -√30, 6, -√30, √15;
      √35, -√40, √30, -4, √5;
      √70, -√35, √15, -√5, 1] : Matrix (Fin 5) (Fin 5) ℝ) i j / 21

/-- Direct integral minus, for parallel spins, the exchange integral of two spin-orbitals. -/
def pairEnergy (F0 F2 F4 : ℝ) (a b : SpinOrbital) : ℝ :=
  (F0 + F2 * (gaunt2 a.1 a.1 * gaunt2 b.1 b.1) + F4 * (gaunt4 a.1 a.1 * gaunt4 b.1 b.1))
    - if a.2 = b.2 then
        F0 * (if a.1 = b.1 then 1 else 0) + F2 * gaunt2 a.1 b.1 ^ 2 + F4 * gaunt4 a.1 b.1 ^ 2
      else 0

/-- The Slater energy of a determinant: half the sum of the pair energies over ordered pairs. -/
def detEnergy (F0 F2 F4 : ℝ) (D : Finset SpinOrbital) : ℝ :=
  (∑ a ∈ D, ∑ b ∈ D, pairEnergy F0 F2 F4 a b) / 2

/-- T(M, s/2): the sum of the Slater energies of all determinants with M_L = `M`, 2 M_S = `s`. -/
def energySum (F0 F2 F4 : ℝ) (M s : ℤ) : ℝ :=
  ∑ D ∈ dets M s, detEnergy F0 F2 F4 D

/-- Slater's double difference of energy sums for orbital momentum `L` and twice the spin `s`. -/
def termEnergy (F0 F2 F4 : ℝ) (L s : ℤ) : ℝ :=
  energySum F0 F2 F4 L s - energySum F0 F2 F4 (L + 1) s
    - energySum F0 F2 F4 L (s + 2) + energySum F0 F2 F4 (L + 1) (s + 2)

/-- The same double difference for the number of determinants. -/
def termCount (L s : ℤ) : ℤ :=
  (dets L s).card - (dets (L + 1) s).card - (dets L (s + 2)).card + (dets (L + 1) (s + 2)).card

/-- The numerators of the diagonal coefficients c²(m, m) over 7. -/
def diag2 : Fin 5 → ℤ := ![-2, 1, 2, 1, -2]

/-- The numerators of the diagonal coefficients c⁴(m, m) over 21. -/
def diag4 : Fin 5 → ℤ := ![1, -4, 6, -4, 1]

/-- The numerators of the squares c²(m, m')² over 49. -/
def sq2 : Matrix (Fin 5) (Fin 5) ℤ :=
  !![4, 6, 4, 0, 0; 6, 1, 1, 6, 0; 4, 1, 4, 1, 4; 0, 6, 1, 1, 6; 0, 0, 4, 6, 4]

/-- The numerators of the squares c⁴(m, m')² over 441. -/
def sq4 : Matrix (Fin 5) (Fin 5) ℤ :=
  !![1, 5, 15, 35, 70; 5, 16, 30, 40, 35; 15, 30, 36, 30, 15; 35, 40, 30, 16, 5;
     70, 35, 15, 5, 1]

/-- The integer coefficient of F⁰ in a pair energy. -/
def q0 (a b : SpinOrbital) : ℤ := 1 - if a.2 = b.2 then (if a.1 = b.1 then 1 else 0) else 0

/-- The integer coefficient of F²/49 in a pair energy. -/
def q2 (a b : SpinOrbital) : ℤ :=
  diag2 a.1 * diag2 b.1 - if a.2 = b.2 then sq2 a.1 b.1 else 0

/-- The integer coefficient of F⁴/441 in a pair energy. -/
def q4 (a b : SpinOrbital) : ℤ :=
  diag4 a.1 * diag4 b.1 - if a.2 = b.2 then sq4 a.1 b.1 else 0

/-- A pair coefficient summed over ordered pairs and over the determinants with given M_L, 2 M_S. -/
def total (q : SpinOrbital → SpinOrbital → ℤ) (M s : ℤ) : ℤ :=
  ∑ D ∈ dets M s, ∑ a ∈ D, ∑ b ∈ D, q a b

/-- Slater's double difference for a summed pair coefficient. -/
def diff (q : SpinOrbital → SpinOrbital → ℤ) (L s : ℤ) : ℤ :=
  total q L s - total q (L + 1) s - total q L (s + 2) + total q (L + 1) (s + 2)

/-- The diagonal coefficients c² are integers over 7, and all squares are integers over 49. -/
theorem gaunt2_rational (i j : Fin 5) :
    gaunt2 i i = diag2 i / 7 ∧ gaunt2 i j ^ 2 = sq2 i j / 49 := by
  constructor
  · fin_cases i <;> norm_num [gaunt2, diag2]
  · fin_cases i <;> fin_cases j <;> norm_num [gaunt2, sq2, div_pow]

/-- The diagonal coefficients c⁴ are integers over 21, and all squares are integers over 441. -/
theorem gaunt4_rational (i j : Fin 5) :
    gaunt4 i i = diag4 i / 21 ∧ gaunt4 i j ^ 2 = sq4 i j / 441 := by
  constructor
  · fin_cases i <;> norm_num [gaunt4, diag4]
  · fin_cases i <;> fin_cases j <;> norm_num [gaunt4, sq4, div_pow]

/-- Every pair energy is an integer combination of F⁰, F²/49 and F⁴/441. -/
theorem pairEnergy_eq (F0 F2 F4 : ℝ) (a b : SpinOrbital) :
    pairEnergy F0 F2 F4 a b = q0 a b * F0 + q2 a b * (F2 / 49) + q4 a b * (F4 / 441) := by
  simp only [pairEnergy, q0, q2, q4, (gaunt2_rational a.1 b.1).2, (gaunt4_rational a.1 b.1).2,
    (gaunt2_rational a.1 b.1).1, (gaunt2_rational b.1 a.1).1,
    (gaunt4_rational a.1 b.1).1, (gaunt4_rational b.1 a.1).1]
  split_ifs <;> push_cast <;> ring

/-- The energy sum T(M, s/2) in terms of the summed integer coefficients. -/
theorem energySum_eq (F0 F2 F4 : ℝ) (M s : ℤ) :
    energySum F0 F2 F4 M s =
      (total q0 M s * F0 + total q2 M s * (F2 / 49) + total q4 M s * (F4 / 441)) / 2 := by
  simp only [energySum, detEnergy, pairEnergy_eq, total, Int.cast_sum,
    Finset.sum_add_distrib, ← Finset.sum_mul, ← Finset.sum_div]

/-- If the double differences of the summed coefficients are 2n₀, 2n₂, 2n₄, then that of the
energy sums is n₀F⁰ + n₂F²/49 + n₄F⁴/441. -/
theorem termEnergy_of_coeffs (F0 F2 F4 : ℝ) {L s : ℤ} (n0 n2 n4 : ℤ)
    (h : diff q0 L s = 2 * n0 ∧ diff q2 L s = 2 * n2 ∧ diff q4 L s = 2 * n4) :
    termEnergy F0 F2 F4 L s = n0 * F0 + n2 * (F2 / 49) + n4 * (F4 / 441) := by
  obtain ⟨h0, h2, h4⟩ := h
  have h0' := congrArg (Int.cast : ℤ → ℝ) h0
  have h2' := congrArg (Int.cast : ℤ → ℝ) h2
  have h4' := congrArg (Int.cast : ℤ → ℝ) h4
  simp only [diff] at h0' h2' h4'
  push_cast at h0' h2' h4'
  simp only [termEnergy, energySum_eq]
  linear_combination F0 / 2 * h0' + F2 / 98 * h2' + F4 / 882 * h4'

/-- Counting determinants for L = 0, ..., 5 gives 0, 1, 2, 1, 1, 1 doublets and
0, 1, 0, 1, 0, 0 quartets. -/
theorem term_counts :
    (List.range 6).map (fun L => termCount L 1) = [0, 1, 2, 1, 1, 1] ∧
    (List.range 6).map (fun L => termCount L 3) = [0, 1, 0, 1, 0, 0] := by
  decide +kernel

/-- The d³ doublet energies for L = 1, ..., 5; the value for L = 2 is the sum over both ²D terms. -/
theorem doublet_energies (F0 F2 F4 : ℝ) :
    termEnergy F0 F2 F4 1 1 = 3 * F0 - 6 * (F2 / 49) - 12 * (F4 / 441) ∧
    termEnergy F0 F2 F4 2 1 = 6 * F0 + 10 * (F2 / 49) + 6 * (F4 / 441) ∧
    termEnergy F0 F2 F4 3 1 = 3 * F0 + 9 * (F2 / 49) - 87 * (F4 / 441) ∧
    termEnergy F0 F2 F4 4 1 = 3 * F0 - 11 * (F2 / 49) + 13 * (F4 / 441) ∧
    termEnergy F0 F2 F4 5 1 = 3 * F0 - 6 * (F2 / 49) - 12 * (F4 / 441) := by
  refine ⟨?_, ?_, ?_, ?_, ?_⟩
  · rw [termEnergy_of_coeffs F0 F2 F4 3 (-6) (-12) (by decide +kernel)]; push_cast; ring
  · rw [termEnergy_of_coeffs F0 F2 F4 6 10 6 (by decide +kernel)]; push_cast; ring
  · rw [termEnergy_of_coeffs F0 F2 F4 3 9 (-87) (by decide +kernel)]; push_cast; ring
  · rw [termEnergy_of_coeffs F0 F2 F4 3 (-11) 13 (by decide +kernel)]; push_cast; ring
  · rw [termEnergy_of_coeffs F0 F2 F4 3 (-6) (-12) (by decide +kernel)]; push_cast; ring

/-- For all F⁰, F², F⁴ the ²P energy of d³, isolated by Slater's diagonal sums, equals T(5, 1/2),
the ²H energy. `energySum` takes 2 M_S where T takes M_S. -/
theorem doublet_P_eq_doublet_H (F0 F2 F4 : ℝ) :
    energySum F0 F2 F4 1 1 - energySum F0 F2 F4 2 1
      - energySum F0 F2 F4 1 3 + energySum F0 F2 F4 2 3 = energySum F0 F2 F4 5 1 := by
  -- compare the integer coefficients of the three Slater integrals
  have h0 : total q0 1 1 - total q0 2 1 - total q0 1 3 + total q0 2 3 = total q0 5 1 := by
    decide +kernel
  have h2 : total q2 1 1 - total q2 2 1 - total q2 1 3 + total q2 2 3 = total q2 5 1 := by
    decide +kernel
  have h4 : total q4 1 1 - total q4 2 1 - total q4 1 3 + total q4 2 3 = total q4 5 1 := by
    decide +kernel
  have h0' := congrArg (Int.cast : ℤ → ℝ) h0
  have h2' := congrArg (Int.cast : ℤ → ℝ) h2
  have h4' := congrArg (Int.cast : ℤ → ℝ) h4
  push_cast at h0' h2' h4'
  simp only [energySum_eq]
  linear_combination F0 / 2 * h0' + F2 / 98 * h2' + F4 / 882 * h4'

/-- The gap between ²F and ²P equals the gap between ⁴P and ⁴F, and both are
15 (F²/49 - 5 F⁴/441). -/
theorem doublet_gap_eq_quartet_gap (F0 F2 F4 : ℝ) :
    termEnergy F0 F2 F4 3 1 - termEnergy F0 F2 F4 1 1 = 15 * (F2 / 49 - 5 * (F4 / 441)) ∧
    termEnergy F0 F2 F4 1 3 - termEnergy F0 F2 F4 3 3 = 15 * (F2 / 49 - 5 * (F4 / 441)) := by
  obtain ⟨hP, -, hF, -, -⟩ := doublet_energies F0 F2 F4
  constructor
  · rw [hP, hF]; ring
  · rw [termEnergy_of_coeffs F0 F2 F4 (L := 1) 3 0 (-147) (by decide +kernel),
      termEnergy_of_coeffs F0 F2 F4 (L := 3) 3 (-15) (-72) (by decide +kernel)]
    push_cast; ring

end

end DThreeTerms
```

```lean
#print axioms DThreeTerms.term_counts
#print axioms DThreeTerms.doublet_energies
#print axioms DThreeTerms.doublet_P_eq_doublet_H
#print axioms DThreeTerms.doublet_gap_eq_quartet_gap
```

```
'DThreeTerms.term_counts' depends on axioms: [propext, Classical.choice, Quot.sound]
'DThreeTerms.doublet_energies' depends on axioms: [propext, Classical.choice, Quot.sound]
'DThreeTerms.doublet_P_eq_doublet_H' depends on axioms: [propext, Classical.choice, Quot.sound]
'DThreeTerms.doublet_gap_eq_quartet_gap' depends on axioms: [propext, Classical.choice, Quot.sound]
```

## From square roots to integer enumeration

`gaunt2_rational` and `gaunt4_rational` check the integer tables against the Gaunt tables entry by entry: the square roots disappear because off-diagonal coefficients enter only squared. `pairEnergy_eq` then writes each pair energy with integer coefficients of $F^0,D_2,D_4$, and `energySum_eq` sums them, keeping the factor ½ for ordered pairs.

In the main proof, `decide +kernel` enumerates the determinants and verifies one integer identity per Slater integral, replacing the table. `linear_combination` weights the identities by $F^0/2$, $F^2/98$ and $F^4/882$ and adds them.

`termEnergy_of_coeffs` does the same for a general double difference. From it, `doublet_energies` obtains the explicit values, with the two ²D energies summed, and `doublet_gap_eq_quartet_gap` shows that ²F − ²P and ⁴P − ⁴F both equal $15(D_2-5D_4)$. `term_counts` applies the double difference to numbers of determinants and finds one ²P, one ²H and two ²D.
